# Close resolvents do not imply close Hamiltonians: the one-level pair s and −s

## One level and its Green's function

A one-level Hamiltonian is a real energy $E$, acting on a one-dimensional state space by multiplication. Its Green's function, or resolvent, at complex energy $z$ is

$$G_E(z) = \frac{1}{z-E}.$$

Energies are dimensionless, measured from a fixed zero in some fixed unit, so that $z=i$ lies one unit above the real axis. In one dimension the operator norm is the modulus: two Hamiltonians $a$ and $b$ are a distance $|a-b|$ apart, and their resolvents at $z$ are a distance $|G_a(z)-G_b(z)|$ apart.

A level far from $z$ has a small Green's function whichever side it lies on. Two levels can therefore be far from each other while their Green's functions at $z$ differ by very little. Closeness is meant here in absolute terms: relative to their own small size, the two values can still differ strongly.

## The exact relation between the two distances

Let $\operatorname{Im} z\neq 0$. Since $E$ is real, $z-E$ has imaginary part $\operatorname{Im} z$ and is nonzero, so $(z-E)G_E(z)=1$. Hence

$$G_a(z)-G_b(z)=\frac{(z-b)-(z-a)}{(z-a)(z-b)}=(a-b)\,G_a(z)\,G_b(z).$$

Multiplying by $(z-a)(z-b)$ and taking moduli gives

$$|a-b| = |z-a|\,|z-b|\,|G_a(z)-G_b(z)|.$$

The first two factors can be arbitrarily large, which is what the counterexample uses.

## The pair s and −s

Take $z=i$, $a=s$, $b=-s$ with $s\ge 0$. Then $(i-s)(i+s)=i^2-s^2=-(1+s^2)$ and $|a-b|=2s$, so

$$|G_s(i)-G_{-s}(i)|=\frac{2s}{1+s^2}.$$

At any fixed $z$, once $s>|z|$, we have $|z\mp s|\ge s-|z|$, and the triangle inequality gives

$$|G_s(z)-G_{-s}(z)|\le |G_s(z)|+|G_{-s}(z)|\le\frac{2}{s-|z|}\to 0,$$

while $|s-(-s)|=2s\to\infty$.

Given a tolerance $\delta>0$ and a bound $C$, any $s>\max(2/\delta,\,C/2)$ makes the resolvents at $i$ differ by less than $2/s<\delta$ and the energies by more than $C$.

## The numbers for s = 3 and s = 7

For $s=3$,

$$G_3(i)=\frac{1}{i-3}=\frac{-3-i}{10},\qquad G_{-3}(i)=\frac{1}{i+3}=\frac{3-i}{10}.$$

The difference is $-6/10$, with modulus $0.6$, and the Hamiltonians are $6$ apart. For $s=7$ the Hamiltonians are $14$ apart, but the resolvents differ by only $14/50=0.28$.

## Two bounds that do hold

Closeness passes from Hamiltonians to resolvents. Off the real axis $|z-E|\ge|\operatorname{Im} z|$ for every real $E$, so the exact relation yields

$$|G_a(z)-G_b(z)|\le\frac{|a-b|}{(\operatorname{Im} z)^2}.$$

It also passes back if the energies are known to lie in a window $[-R,R]$. There $|i-E|^2=1+E^2\le 1+R^2$, so $|i-a|\,|i-b|\le 1+R^2$ and

$$|a-b|\le(1+R^2)\,|G_a(i)-G_b(i)|.$$

By the explicit formula, the pair $R,-R$ attains equality; for $R=7$ this reads $14=50\cdot 0.28$.

For electronic structure the message, in this non-interacting one-level model, is that a small absolute mismatch between Green's functions at one complex energy does not by itself bound the mismatch in energy. A window known beforehand to contain both energies is enough to supply such a bound.

## How the Lean statements read

`green E z` is $G_E(z)$, with `E : ℝ` and `z : ℂ`. The real type of `E` encodes Hermiticity, and `Complex.I` is $i$.

- `norm_green_sub_at_I` is the formula $2s/(1+s^2)$, for all $s\ge0$.
- `close_resolvents_far_hamiltonians` states both limits for every complex `z`. For real `z` the levels may hit the pole, where Lean's inverse returns zero, but this cannot happen once $s>|z|$.
- `no_bound_from_resolvents` says that for every $\delta>0$ and every real $C$ there are energies `a` and `b` with resolvents at $i$ closer than $\delta$ and $|a-b|>C$.
- `close_hamiltonians_close_resolvents` and `bounded_energies_control` are the two positive bounds. The first assumes `z.im ≠ 0`, the second `|a| ≤ R` and `|b| ≤ R`.

Both levels move with $s$, so the limits do not describe a sequence of Hamiltonians approaching a fixed one in the resolvent sense. The Lean code does not treat Hamiltonians with several levels.

```lean
import Mathlib

open Filter Topology

namespace CloseResolventsFarHamiltonians

noncomputable section

/-- The Green's function `(z - E)⁻¹` of a one-level Hamiltonian with real energy `E`,
at complex energy `z`. -/
def green (E : ℝ) (z : ℂ) : ℂ := (z - (E : ℂ))⁻¹

/-- Away from the real axis, the Green's function is the true inverse of `z - E`. -/
theorem mul_green {z : ℂ} (hz : z.im ≠ 0) (E : ℝ) :
    (z - (E : ℂ)) * green E z = 1 := by
  have hne : z - (E : ℂ) ≠ 0 := by
    intro h
    apply hz
    have h' := congrArg Complex.im h
    simpa using h'
  exact mul_inv_cancel₀ hne

/-- The resolvent identity for two one-level Hamiltonians `a` and `b`, away from the real axis. -/
theorem green_sub_green {z : ℂ} (hz : z.im ≠ 0) (a b : ℝ) :
    green a z - green b z = ((a : ℂ) - (b : ℂ)) * green a z * green b z := by
  linear_combination (-green a z) * mul_green hz b + green b z * mul_green hz a

/-- Away from the real axis, the distance between two Hamiltonians equals the distance between their
Green's functions multiplied by the distances of `z` from the two levels. -/
theorem energy_distance_eq {z : ℂ} (hz : z.im ≠ 0) (a b : ℝ) :
    |a - b| = ‖z - (a : ℂ)‖ * ‖z - (b : ℂ)‖ * ‖green a z - green b z‖ := by
  have h : ((a - b : ℝ) : ℂ)
      = (z - (a : ℂ)) * (z - (b : ℂ)) * (green a z - green b z) := by
    push_cast
    linear_combination (-(z - (b : ℂ))) * mul_green hz a + (z - (a : ℂ)) * mul_green hz b
  rw [← norm_mul, ← norm_mul, ← h, Complex.norm_real, Real.norm_eq_abs]

/-- For `s ≥ 0`, the difference between the Green's functions of the Hamiltonians `s` and `-s` at `z
= i` has modulus `2s / (1 + s²)`. -/
theorem norm_green_sub_at_I {s : ℝ} (hs : 0 ≤ s) :
    ‖green s Complex.I - green (-s) Complex.I‖ = 2 * s / (1 + s ^ 2) := by
  have hI : Complex.I.im ≠ 0 := by simp
  have h := energy_distance_eq hI s (-s)
  -- the two distances from `i` multiply to `1 + s²`
  have hprod : (Complex.I - (s : ℂ)) * (Complex.I - ((-s : ℝ) : ℂ))
      = ((-(1 + s ^ 2) : ℝ) : ℂ) := by
    push_cast
    linear_combination Complex.I_sq
  have hpos : 0 < 1 + s ^ 2 := by positivity
  rw [← norm_mul, hprod, Complex.norm_real, Real.norm_eq_abs, abs_neg,
    abs_of_pos hpos] at h
  have h2 : |s - -s| = 2 * s := by
    rw [abs_of_nonneg (by linarith)]
    ring
  rw [h2] at h
  rw [eq_div_iff hpos.ne']
  linarith

/-- At every fixed complex energy `z`, the Green's functions of the Hamiltonians `s` and `-s`
approach each other as `s → ∞`, while the distance between the Hamiltonians diverges. -/
theorem close_resolvents_far_hamiltonians (z : ℂ) :
    Tendsto (fun s : ℝ => ‖green s z - green (-s) z‖) atTop (𝓝 0) ∧
      Tendsto (fun s : ℝ => |s - -s|) atTop atTop := by
  -- a level moving off to infinity has a vanishing Green's function
  have key : ∀ f : ℝ → ℝ, (∀ s, |f s| = |s|) →
      Tendsto (fun s : ℝ => ‖green (f s) z‖) atTop (𝓝 0) := by
    intro f hf
    have h : Tendsto (fun s : ℝ => ‖z - (f s : ℂ)‖) atTop atTop := by
      refine tendsto_atTop_mono (fun s => ?_)
        (tendsto_atTop_add_const_right atTop (-‖z‖) tendsto_id)
      have h1 := norm_sub_norm_le (f s : ℂ) z
      rw [Complex.norm_real, Real.norm_eq_abs, hf, norm_sub_rev] at h1
      have h2 := le_abs_self s
      show s + -‖z‖ ≤ ‖z - (f s : ℂ)‖
      linarith
    have h2 := tendsto_inv_atTop_zero.comp h
    refine h2.congr (fun s => ?_)
    simp [green, norm_inv]
  constructor
  · have h := (key (fun s => s) (fun _ => rfl)).add (key (fun s => -s) (fun s => abs_neg s))
    rw [add_zero] at h
    exact squeeze_zero (fun _ => norm_nonneg _) (fun s => norm_sub_le _ _) h
  · refine tendsto_atTop_mono (fun s => ?_) tendsto_id
    show s ≤ |s - -s|
    have h1 := le_abs_self (s - -s)
    have h2 := abs_nonneg (s - -s)
    rcases le_total 0 s with h | h <;> linarith

/-- For every tolerance `δ > 0` and every bound `C` there are two Hamiltonians whose Green's
functions at `z = i` differ by less than `δ` and whose energies differ by more than `C`. -/
theorem no_bound_from_resolvents {δ : ℝ} (hδ : 0 < δ) (C : ℝ) :
    ∃ a b : ℝ, ‖green a Complex.I - green b Complex.I‖ < δ ∧ C < |a - b| := by
  have h := close_resolvents_far_hamiltonians Complex.I
  obtain ⟨s, h1, h2⟩ :=
    ((h.1.eventually_lt_const hδ).and (h.2.eventually_gt_atTop C)).exists
  exact ⟨s, -s, h1, h2⟩

/-- Away from the real axis, the Green's functions of two Hamiltonians differ by at most
the distance between the Hamiltonians divided by `(Im z)²`. -/
theorem close_hamiltonians_close_resolvents {z : ℂ} (hz : z.im ≠ 0) (a b : ℝ) :
    ‖green a z - green b z‖ ≤ |a - b| / z.im ^ 2 := by
  -- every real level is at least `|Im z|` away from `z`
  have him : ∀ E : ℝ, |z.im| ≤ ‖z - (E : ℂ)‖ := by
    intro E
    have h := Complex.abs_im_le_norm (z - (E : ℂ))
    simpa using h
  have h3 : z.im ^ 2 ≤ ‖z - (a : ℂ)‖ * ‖z - (b : ℂ)‖ := by
    rw [← sq_abs, sq]
    exact mul_le_mul (him a) (him b) (abs_nonneg _) (norm_nonneg _)
  have h4 := mul_le_mul_of_nonneg_right h3 (norm_nonneg (green a z - green b z))
  rw [le_div_iff₀ (by positivity), energy_distance_eq hz a b]
  linarith

/-- For energies in the window `[-R, R]`, the distance between two Hamiltonians is at most
`1 + R²` times the distance between their Green's functions at `z = i`. -/
theorem bounded_energies_control {a b R : ℝ} (ha : |a| ≤ R) (hb : |b| ≤ R) :
    |a - b| ≤ (1 + R ^ 2) * ‖green a Complex.I - green b Complex.I‖ := by
  have hI : Complex.I.im ≠ 0 := by simp
  have hsq : ∀ E : ℝ, ‖Complex.I - (E : ℂ)‖ ^ 2 = 1 + E ^ 2 := by
    intro E
    rw [Complex.sq_norm, Complex.normSq_apply]
    simp
    ring
  have ha2 : a ^ 2 ≤ R ^ 2 := sq_le_sq' (abs_le.mp ha).1 (abs_le.mp ha).2
  have hb2 : b ^ 2 ≤ R ^ 2 := sq_le_sq' (abs_le.mp hb).1 (abs_le.mp hb).2
  -- the product of the two distances is at most the mean of their squares
  have hp : ‖Complex.I - (a : ℂ)‖ * ‖Complex.I - (b : ℂ)‖ ≤ 1 + R ^ 2 := by
    nlinarith [sq_nonneg (‖Complex.I - (a : ℂ)‖ - ‖Complex.I - (b : ℂ)‖), hsq a, hsq b]
  rw [energy_distance_eq hI a b]
  exact mul_le_mul_of_nonneg_right hp (norm_nonneg _)

end

end CloseResolventsFarHamiltonians
```

```lean
#print axioms CloseResolventsFarHamiltonians.norm_green_sub_at_I
#print axioms CloseResolventsFarHamiltonians.no_bound_from_resolvents
#print axioms CloseResolventsFarHamiltonians.close_hamiltonians_close_resolvents
#print axioms CloseResolventsFarHamiltonians.bounded_energies_control
```

```
'CloseResolventsFarHamiltonians.norm_green_sub_at_I' depends on axioms: [propext, Classical.choice, Quot.sound]
'CloseResolventsFarHamiltonians.no_bound_from_resolvents' depends on axioms: [propext, Classical.choice, Quot.sound]
'CloseResolventsFarHamiltonians.close_hamiltonians_close_resolvents' depends on axioms: [propext, Classical.choice, Quot.sound]
'CloseResolventsFarHamiltonians.bounded_energies_control' depends on axioms: [propext, Classical.choice, Quot.sound]
```

## How the proof follows the algebra

`mul_green` supplies $(z-E)G_E(z)=1$. From two instances of it, `linear_combination` derives the resolvent identity `green_sub_green` and, separately, the complex equation behind `energy_distance_eq`, whose norm is the exact relation.

`norm_green_sub_at_I` specialises that relation to $s$ and $-s$. The step `hprod` computes $(i-s)(i+s)$ from $i^2=-1$, and the rest is division by the positive number $1+s^2$.

In the limit theorem, `key` shows that the Green's function of a level `f s` with $|f(s)|=|s|$ tends to zero, because $|z-f(s)|\ge s-|z|$. It is applied to $s$ and to $-s$, and `squeeze_zero` with the triangle inequality finishes the first limit. The second uses only $s\le|s-(-s)|$. `no_bound_from_resolvents` then picks an $s$ at which both limits have passed their thresholds, in place of the explicit choice made above.

For the positive bounds, `him` is $|\operatorname{Im} z|\le|z-E|$. In the window bound, `hp` bounds the product $|i-a|\,|i-b|$ by the mean of the two squares, which is at most $1+R^2$.

## Matrices instead of numbers

The Hamiltonians could have been modelled as Hermitian $n\times n$ matrices with the operator norm. The pair $s\mathbf 1$, $-s\mathbf 1$ would give the same numbers for every $n\ge1$, so the counterexample would gain nothing essential. For Hermitian matrices $H$ and $K$, with $G_H(z)=(z-H)^{-1}$, $G_K(z)=(z-K)^{-1}$ and $\operatorname{Im} z\neq 0$, the exact relation would weaken to an inequality, obtained from

$$H-K=(z-H)\,\bigl(G_H(z)-G_K(z)\bigr)\,(z-K),$$

and the positive bounds would follow from norm estimates for $z-H$ and its inverse, which the spectral theorem can supply.
